# Relabelling the home cell changes a three-cell interpolation of period-three hoppings by one hopping times a difference of two phases

Hoppings h(R) on a one-dimensional chain of cells are complex numbers that repeat with period three, and they are interpolated to any real k by summing h(R) exp(ik(R + t)) over the fixed cells R = −1, 0, 1, whatever the real centre offset t. Relabelling the home cell replaces h(R) by h(R + 1) and t by t + 1. The theorem says that the interpolated value then changes by exactly h(−1)(exp(ik(t + 2)) − exp(ik(t − 1))). The attempt writes both sums out as three terms, uses periodicity to replace h(2) by h(−1), matches the phases, and leaves the remaining algebra to `ring`.

The failing Lean file:

```lean
import Mathlib

open Finset

namespace BlindInterpDefect

noncomputable section

/-- The centre-blind interpolation for `N = 3`, which uses the cells `-1, 0, 1` for every
centre offset `t`. -/
def blindInterp (h : ℤ → ℂ) (t k : ℝ) : ℂ :=
  ∑ R ∈ ({-1, 0, 1} : Finset ℤ), h R * Complex.exp (Complex.I * k * ((R : ℂ) + t))

/-- For hoppings of period three, relabelling the home cell changes the centre-blind
interpolation by `h(-1) (exp(ik(t+2)) - exp(ik(t-1)))`. -/
theorem blindInterp_defect (h : ℤ → ℂ) (hper : ∀ R, h (R + 3) = h R) (t k : ℝ) :
    blindInterp (fun R => h (R + 1)) (t + 1) k - blindInterp h t k =
      h (-1) * (Complex.exp (Complex.I * k * ((t : ℂ) + 2)) -
        Complex.exp (Complex.I * k * ((t : ℂ) - 1))) := by
  have h2 : h 2 = h (-1) := hper (-1)
  have expand : ∀ g : ℤ → ℂ,
      ∑ R ∈ ({-1, 0, 1} : Finset ℤ), g R = g (-1) + g 0 + g 1 := by
    intro g
    rw [Finset.sum_insert (by decide), Finset.sum_insert (by decide), Finset.sum_singleton]
    ring
  have a1 : h (-1 + 1) = h 0 := rfl
  have a2 : h (0 + 1) = h 1 := rfl
  have a3 : h (1 + 1) = h (-1) := h2
  -- after relabelling, two of the three phases coincide with the old ones
  have e1 : Complex.I * k * (((-1 : ℤ) : ℂ) + ((t + 1 : ℝ) : ℂ)) =
      Complex.I * k * (((0 : ℤ) : ℂ) + t) := by push_cast; ring
  have e2 : Complex.I * k * (((0 : ℤ) : ℂ) + ((t + 1 : ℝ) : ℂ)) =
      Complex.I * k * (((1 : ℤ) : ℂ) + t) := by push_cast; ring
  have e3 : Complex.I * k * (((1 : ℤ) : ℂ) + ((t + 1 : ℝ) : ℂ)) =
      Complex.I * k * ((t : ℂ) + 2) := by push_cast; ring
  have e4 : Complex.I * k * (((-1 : ℤ) : ℂ) + (t : ℂ)) =
      Complex.I * k * ((t : ℂ) - 1) := by push_cast; ring
  unfold blindInterp
  rw [expand, expand, a1, a2, a3, e1, e2, e3, e4]
  ring

end

end BlindInterpDefect
```

Lean reports:

```
Main.lean:20:28: error: Type mismatch
  hper (-1)
has type
  h (-1 + 3) = h (-1)
but is expected to have type
  h 2 = h (-1)
Main.lean:39:22: error: Tactic `rewrite` failed: Did not find an occurrence of the pattern
  h (-1 + 1)
in the target expression
  (fun R => h (R + 1)) (-1) * Complex.exp (Complex.I * ↑k * (↑(-1) + ↑(t + 1))) +
          (fun R => h (R + 1)) 0 * Complex.exp (Complex.I * ↑k * (↑0 + ↑(t + 1))) +
        (fun R => h (R + 1)) 1 * Complex.exp (Complex.I * ↑k * (↑1 + ↑(t + 1))) -
      (h (-1) * Complex.exp (Complex.I * ↑k * (↑(-1) + ↑t)) + h 0 * Complex.exp (Complex.I * ↑k * (↑0 + ↑t)) +
        h 1 * Complex.exp (Complex.I * ↑k * (↑1 + ↑t))) =
    h (-1) * (Complex.exp (Complex.I * ↑k * (↑t + 2)) - Complex.exp (Complex.I * ↑k * (↑t - 1)))

h : ℤ → ℂ
hper : ∀ (R : ℤ), h (R + 3) = h R
t k : ℝ
h2 : h 2 = h (-1)
expand : ∀ (g : ℤ → ℂ), ∑ R ∈ {-1, 0, 1}, g R = g (-1) + g 0 + g 1
a1 : h (-1 + 1) = h 0
a2 : h (0 + 1) = h 1
a3 : h (1 + 1) = h (-1)
e1 : Complex.I * ↑k * (↑(-1) + ↑(t + 1)) = Complex.I * ↑k * (↑0 + ↑t)
e2 : Complex.I * ↑k * (↑0 + ↑(t + 1)) = Complex.I * ↑k * (↑1 + ↑t)
e3 : Complex.I * ↑k * (↑1 + ↑(t + 1)) = Complex.I * ↑k * (↑t + 2)
e4 : Complex.I * ↑k * (↑(-1) + ↑t) = Complex.I * ↑k * (↑t - 1)
⊢ (fun R => h (R + 1)) (-1) * Complex.exp (Complex.I * ↑k * (↑(-1) + ↑(t + 1))) +
          (fun R => h (R + 1)) 0 * Complex.exp (Complex.I * ↑k * (↑0 + ↑(t + 1))) +
        (fun R => h (R + 1)) 1 * Complex.exp (Complex.I * ↑k * (↑1 + ↑(t + 1))) -
      (h (-1) * Complex.exp (Complex.I * ↑k * (↑(-1) + ↑t)) + h 0 * Complex.exp (Complex.I * ↑k * (↑0 + ↑t)) +
        h 1 * Complex.exp (Complex.I * ↑k * (↑1 + ↑t))) =
    h (-1) * (Complex.exp (Complex.I * ↑k * (↑t + 2)) - Complex.exp (Complex.I * ↑k * (↑t - 1)))
```

The change, after which it compiles:

```diff
@@ -18,5 +18,8 @@
       h (-1) * (Complex.exp (Complex.I * k * ((t : ℂ) + 2)) -
         Complex.exp (Complex.I * k * ((t : ℂ) - 1))) := by
-  have h2 : h 2 = h (-1) := hper (-1)
+  have h2 : h 2 = h (-1) := by
+    have e : (-1 : ℤ) + 3 = 2 := by norm_num
+    have := hper (-1)
+    rwa [e] at this
   have expand : ∀ g : ℤ → ℂ,
       ∑ R ∈ ({-1, 0, 1} : Finset ℤ), g R = g (-1) + g 0 + g 1 := by
@@ -37,5 +40,7 @@
       Complex.I * k * ((t : ℂ) - 1) := by push_cast; ring
   unfold blindInterp
-  rw [expand, expand, a1, a2, a3, e1, e2, e3, e4]
+  rw [expand, expand]
+  beta_reduce
+  rw [a1, a2, a3, e1, e2, e3, e4]
   ring
 
```

The first error concerns `h2`. Periodicity at −1 gives `h (-1 + 3) = h (-1)`, while the stated type has `h 2`. The two integers are equal, but Lean did not identify the two forms when checking the term `hper (-1)`. The repair proves `(-1 : ℤ) + 3 = 2` with `norm_num` and rewrites the periodicity statement with it.

The second error comes after the sums have been expanded. The relabelled hoppings enter as the function `fun R => h (R + 1)`, so the goal contains `(fun R => h (R + 1)) (-1)`, with the function not yet applied to its argument. `rw [a1]` looks for `h (-1 + 1)`, and that expression is not yet written in the goal. The repair splits the `rw` in two and puts `beta_reduce` between the parts. This carries out the applications and produces `h (-1 + 1)`, `h (0 + 1)` and `h (1 + 1)`, which `a1`, `a2` and `a3` can then rewrite.
